# Degenerate EOM vectors of a diagonalizable matrix can be biorthonormalized

The eigenvalue equation alone singles out no particular basis of a degenerate level, so the main results below are stated for arbitrary complete sets of left and right vectors. Here a set is a matrix: the columns of $R$ are right vectors, the rows of $L$ left vectors, and each set must be independent and generate exactly the solutions of its eigenvalue equation at $w$. The complex matrix $M$ stands for the non-Hermitian Hamiltonian of equation-of-motion (EOM) coupled cluster in a finite excitation space.

```lean
import Mathlib

open Matrix

namespace EOMBiorthogonality

variable {n k : Type*} [Fintype n] [Fintype k]
```

The type `n` labels the excitation basis and `k` the degenerate vectors. Sharing `k` makes $LR$ square; this is no restriction, since $M-w$ and its transpose have equal rank. If $w$ is not an eigenvalue, `k` is empty and the results hold trivially.

## Complete sets of right and left vectors

```lean
/-- The columns of `R` form a basis of the right eigenspace of `M` at `w`: they are linearly
independent, and the solutions of `M x = w x` are exactly their combinations. -/
def IsRightBasis (M : Matrix n n ℂ) (w : ℂ) (R : Matrix n k ℂ) : Prop :=
  (∀ c, R *ᵥ c = 0 → c = 0) ∧ ∀ x, M *ᵥ x = w • x ↔ ∃ c, x = R *ᵥ c

/-- The rows of `L` form a basis of the left eigenspace of `M` at `w`: they are linearly
independent, and the solutions of `y M = w y` are exactly their combinations. -/
def IsLeftBasis (M : Matrix n n ℂ) (w : ℂ) (L : Matrix k n ℂ) : Prop :=
  (∀ c, c ᵥ* L = 0 → c = 0) ∧ ∀ y, y ᵥ* M = w • y ↔ ∃ c, y = c ᵥ* L
```

In each definition the first clause is independence and the second is the eigenspace condition. Products such as `y ⬝ᵥ x` involve no complex conjugation: left vectors are rows satisfying $yM=wy$.

Completeness matters. For the $2\times2$ identity and $w=1$, the column $(1,0)^T$ and the row $(0,1)$ are independent eigenvectors, but neither spans its eigenspace, and their overlap is zero.

## Diagonalizability: enough eigenvectors to span the space

```lean
/-- `M` is diagonalizable: `M = P diag(d) Q` with `Q` the inverse of `P`. -/
def IsDiagonalizable [DecidableEq n] (M : Matrix n n ℂ) : Prop :=
  ∃ (P Q : Matrix n n ℂ) (d : n → ℂ), P * Q = 1 ∧ M = P * diagonal d * Q
```

In EOM terms, the condition says that the right eigenvectors of $M$ span the whole excitation space. A Hermitian matrix always has this property; a non-Hermitian one may lack it.

Write $D=\mathrm{diag}(d)$, $M=PDQ$ and $PQ=1$. Then $QP=1$ and $QM=DQ$, so row $q_i$ of $Q$ satisfies $q_iM=d_iq_i$. Let $Mx=wx$, with $yx=0$ for every left eigenvector $y$ at $w$.

- If $d_i=w$, then $q_i$ is such a $y$, so $(Qx)_i=q_ix=0$.
- If $d_i\ne w$, then $d_i(Qx)_i=(QMx)_i=w(Qx)_i$, so $(d_i-w)(Qx)_i=0$ and again $(Qx)_i=0$.

Hence $Qx=0$ and $x=PQx=0$. The `by_cases` in the proof makes the same split.

```lean
/-- For a diagonalizable matrix, a right eigenvector orthogonal to all left eigenvectors of the
same eigenvalue is zero. -/
theorem eq_zero_of_left_orthogonal [DecidableEq n] {M : Matrix n n ℂ} {w : ℂ} {x : n → ℂ}
    (hM : IsDiagonalizable M) (hx : M *ᵥ x = w • x)
    (h : ∀ y, y ᵥ* M = w • y → y ⬝ᵥ x = 0) : x = 0 := by
  obtain ⟨P, Q, d, hPQ, hMeq⟩ := hM
  have hQP : Q * P = 1 := mul_eq_one_comm.mp hPQ
  have hQM : Q * M = diagonal d * Q := by
    rw [hMeq, ← mul_assoc, ← mul_assoc, hQP, one_mul]
  have hz : Q *ᵥ x = 0 := by
    funext i
    by_cases hi : d i = w
    · -- row `i` of `Q` is a left eigenvector at `w`
      have hrow : Q i ᵥ* M = w • Q i := by
        funext j
        have e := congrFun (congrFun hQM i) j
        rw [diagonal_mul, hi] at e
        exact e
      exact h (Q i) hrow
    · -- the other components vanish by the eigenvalue equation
      have e : Q *ᵥ (M *ᵥ x) = Q *ᵥ (w • x) := by rw [hx]
      rw [mulVec_mulVec, hQM, ← mulVec_mulVec, mulVec_smul] at e
      have ei := congrFun e i
      rw [mulVec_diagonal, Pi.smul_apply, smul_eq_mul] at ei
      have e0 : (d i - w) * (Q *ᵥ x) i = 0 := by linear_combination ei
      exact (mul_eq_zero.mp e0).resolve_left (sub_ne_zero.mpr hi)
  calc x = (P * Q) *ᵥ x := by rw [hPQ, one_mulVec]
    _ = 0 := by rw [← mulVec_mulVec, hz, mulVec_zero]
```

## From orthogonality to an invertible overlap

Suppose $LRc=0$. The vector $x=Rc$ is a right eigenvector. By completeness of $L$, every left eigenvector is $y=eL$ for some row $e$, so $yx=eLRc=0$. The previous result gives $Rc=0$, and independence of the columns gives $c=0$. A square matrix with trivial kernel is invertible.

In Lean, $c$ is the difference `a - b` of two vectors with the same image; `hL.2` supplies completeness and `hR.1` independence.

```lean
/-- For a diagonalizable matrix, the overlap matrix `L R` of a left and a right eigenbasis at
the same eigenvalue is invertible. -/
theorem overlap_isUnit [DecidableEq n] [DecidableEq k] {M : Matrix n n ℂ} {w : ℂ}
    {R : Matrix n k ℂ} {L : Matrix k n ℂ} (hM : IsDiagonalizable M)
    (hR : IsRightBasis M w R) (hL : IsLeftBasis M w L) : IsUnit (L * R) := by
  apply Matrix.mulVec_injective_iff_isUnit.1
  intro a b hab
  have hc : (L * R) *ᵥ (a - b) = 0 := by
    rw [mulVec_sub, sub_eq_zero]
    exact hab
  -- `R (a - b)` is a right eigenvector orthogonal to every left eigenvector
  refine sub_eq_zero.1 (hR.1 _ ?_)
  apply eq_zero_of_left_orthogonal hM ((hR.2 _).2 ⟨a - b, rfl⟩)
  intro y hy
  obtain ⟨e, rfl⟩ := (hL.2 y).1 hy
  rw [← dotProduct_mulVec, mulVec_mulVec, hc, dotProduct_zero]
```

## The biorthonormal left set

Put $S=LR$ and $\tilde L=S^{-1}L$. Then $\tilde LR=S^{-1}S=1$. The row spans agree, because $cL=(cS)\tilde L$ and $c\tilde L=(cS^{-1})L$. If $c\tilde L=0$, independence of $L$ gives $cS^{-1}=0$, hence $c=0$.

For uniqueness, let $L'$ be another left basis with $L'R=1$. Its rows are left eigenvectors, so $L'=XL$ for some $X$; then $XS=1$ and $X=S^{-1}$. The first lemma below supplies the eigenvector property of the rows, and `choose` collects the coefficients into $X$.

```lean
/-- Each row of a left eigenbasis is a left eigenvector. -/
theorem IsLeftBasis.row [DecidableEq k] {M : Matrix n n ℂ} {w : ℂ} {L : Matrix k n ℂ}
    (hL : IsLeftBasis M w L) (i : k) : L i ᵥ* M = w • L i := by
  refine (hL.2 (L i)).2 ⟨Pi.single i 1, ?_⟩
  ext j
  simp [vecMul, dotProduct, Pi.single_apply]

/-- For a diagonalizable matrix, `(L R)⁻¹ L` is a left eigenbasis biorthonormal to the right
eigenbasis `R`, and it is the only one. -/
theorem biorthonormalize [DecidableEq n] [DecidableEq k] {M : Matrix n n ℂ} {w : ℂ}
    {R : Matrix n k ℂ} {L : Matrix k n ℂ} (hM : IsDiagonalizable M)
    (hR : IsRightBasis M w R) (hL : IsLeftBasis M w L) :
    IsLeftBasis M w ((L * R)⁻¹ * L) ∧ (L * R)⁻¹ * L * R = 1 ∧
      ∀ L' : Matrix k n ℂ, IsLeftBasis M w L' → L' * R = 1 → L' = (L * R)⁻¹ * L := by
  have hdet := (Matrix.isUnit_iff_isUnit_det _).1 (overlap_isUnit hM hR hL)
  have hTS := Matrix.nonsing_inv_mul (L * R) hdet
  have hST := Matrix.mul_nonsing_inv (L * R) hdet
  refine ⟨⟨fun c hc => ?_, fun y => (hL.2 y).trans ⟨?_, ?_⟩⟩, ?_, fun L' hL' h1 => ?_⟩
  · rw [← vecMul_vecMul] at hc
    have h0 := hL.1 _ hc
    rw [← vecMul_one c, ← hTS, ← vecMul_vecMul, h0, zero_vecMul]
  · rintro ⟨c, rfl⟩
    refine ⟨c ᵥ* (L * R), ?_⟩
    rw [vecMul_vecMul, ← Matrix.mul_assoc, hST, Matrix.one_mul]
  · rintro ⟨c, rfl⟩
    exact ⟨c ᵥ* (L * R)⁻¹, by rw [vecMul_vecMul]⟩
  · rw [Matrix.mul_assoc, hTS]
  · -- the rows of `L'` are combinations of those of `L`
    choose X hX using fun i => (hL.2 (L' i)).1 (hL'.row i)
    have hX' : L' = Matrix.of X * L := by
      ext i j
      exact congrFun (hX i) j
    rw [hX', Matrix.mul_assoc] at h1
    rw [hX', Matrix.inv_eq_left_inv h1]
```

In an EOM calculation that solves the left and right problems separately, each solver may return any basis of a degenerate level. One forms the small matrix $S_{ij}=l_ir_j$ from the rows $l_i$ of $L$ and columns $r_j$ of $R$, solves $S\tilde L=L$, and uses $\tilde L$ with $R$ in density matrices. For a single state this is division by $l_1r_1$.

## When a Jordan chain sits at $w$

Let $Mx=wx$ and $Mz=wz+x$. Multiplying the second equation by $l_i$ gives $w\,l_iz=w\,l_iz+l_ix$, so $Lx=0$. With $x=Rc$ this reads $LRc=0$, and an invertible $LR$ forces $x=0$. A chain with $x\neq0$ therefore makes the overlap singular. This direction does not assume diagonalizability.

```lean
/-- If the overlap matrix `L R` of a left and a right eigenbasis at `w` is invertible, then no
Jordan chain `M z = w z + x` starts from a nonzero eigenvector `x` at `w`. -/
theorem no_jordan_chain [DecidableEq k] {M : Matrix n n ℂ} {w : ℂ}
    {R : Matrix n k ℂ} {L : Matrix k n ℂ} (hR : IsRightBasis M w R)
    (hL : IsLeftBasis M w L) (hU : IsUnit (L * R)) {x z : n → ℂ}
    (hx : M *ᵥ x = w • x) (hz : M *ᵥ z = w • z + x) : x = 0 := by
  have hLx : L *ᵥ x = 0 := by
    funext i
    have h1 : L i ⬝ᵥ M *ᵥ z = w * (L i ⬝ᵥ z) := by
      rw [dotProduct_mulVec, hL.row i, smul_dotProduct, smul_eq_mul]
    rw [hz, dotProduct_add, dotProduct_smul, smul_eq_mul] at h1
    have h2 : L i ⬝ᵥ x = 0 := by linear_combination h1
    exact h2
  obtain ⟨c, rfl⟩ := (hR.2 x).1 hx
  rw [mulVec_mulVec] at hLx
  have hc : c = 0 := Matrix.mulVec_injective_iff_isUnit.2 hU (by simpa using hLx)
  rw [hc, mulVec_zero]
```

The smallest example is the matrix $\begin{pmatrix}w&1\\0&w\end{pmatrix}$, which has right vector $(1,0)^T$ and left vector $(0,1)$, with overlap zero. No rescaling can normalize this pair.

```lean
/-- For a two-state Jordan block, the left and right eigenvectors have zero overlap. -/
theorem jordan_block_overlap (w : ℂ) :
    IsRightBasis !![w, 1; 0, w] w !![1; 0] ∧ IsLeftBasis !![w, 1; 0, w] w !![0, 1] ∧
      (!![0, 1] : Matrix (Fin 1) (Fin 2) ℂ) * (!![1; 0] : Matrix (Fin 2) (Fin 1) ℂ) = 0 := by
  refine ⟨⟨fun c h => ?_, fun x => ⟨fun h => ?_, ?_⟩⟩,
    ⟨fun c h => ?_, fun y => ⟨fun h => ?_, ?_⟩⟩, ?_⟩
  · have h0 : c 0 = 0 := by simpa [mulVec, dotProduct] using congrFun h 0
    ext i; fin_cases i; exact h0
  · have h1 : x 1 = 0 := by
      simpa [mulVec, dotProduct, Fin.sum_univ_succ] using congrFun h 0
    refine ⟨![x 0], ?_⟩
    ext i; fin_cases i <;> simp [mulVec, dotProduct, h1]
  · rintro ⟨c, hx⟩
    have h1 : x 1 = 0 := by rw [hx]; simp [mulVec, dotProduct]
    ext i; fin_cases i <;> simp [mulVec, dotProduct, Fin.sum_univ_succ, h1]
  · have h0 : c 0 = 0 := by simpa [vecMul, dotProduct] using congrFun h 1
    ext i; fin_cases i; exact h0
  · have h0 : y 0 = 0 := by
      simpa [vecMul, dotProduct, Fin.sum_univ_succ, mul_comm] using congrFun h 1
    refine ⟨![y 1], ?_⟩
    ext i; fin_cases i <;> simp [vecMul, dotProduct, h0]
  · rintro ⟨c, hy⟩
    have h0 : y 0 = 0 := by rw [hy]; simp [vecMul, dotProduct]
    ext i; fin_cases i <;> simp [vecMul, dotProduct, Fin.sum_univ_succ, h0, mul_comm]
  · ext i j; fin_cases i; fin_cases j; simp [Matrix.mul_apply, Fin.sum_univ_succ]
```

## A doubly degenerate level with numbers

The hypotheses are satisfied by a non-symmetric three-state matrix at $w=1$:

```lean
/-- A non-symmetric three-state matrix that is diagonalizable, with explicit right and left
eigenbases of two vectors each at the eigenvalue `1`. -/
theorem overlap_isUnit_witness :
    IsDiagonalizable !![(1 : ℂ), 0, 1; 0, 1, 0; 0, 0, 2] ∧
      IsRightBasis !![(1 : ℂ), 0, 1; 0, 1, 0; 0, 0, 2] 1 !![1, 0; 0, 1; 0, 0] ∧
      IsLeftBasis !![(1 : ℂ), 0, 1; 0, 1, 0; 0, 0, 2] 1 !![1, 1, -1; 0, 1, 0] := by
  refine ⟨⟨!![1, 0, 1; 0, 1, 0; 0, 0, 1], !![1, 0, -1; 0, 1, 0; 0, 0, 1], ![1, 1, 2], ?_, ?_⟩,
    ⟨fun c h => ?_, fun x => ⟨fun h => ?_, ?_⟩⟩, ⟨fun c h => ?_, fun y => ⟨fun h => ?_, ?_⟩⟩⟩
  · ext i j
    fin_cases i <;> fin_cases j <;> simp [Matrix.mul_apply, Fin.sum_univ_succ]
  · ext i j
    fin_cases i <;> fin_cases j <;>
      simp [Matrix.mul_apply, Fin.sum_univ_succ, Matrix.vecMul_diagonal]
    norm_num
  · have h0 : c 0 = 0 := by simpa [mulVec, dotProduct, Fin.sum_univ_succ] using congrFun h 0
    have h1 : c 1 = 0 := by simpa [mulVec, dotProduct, Fin.sum_univ_succ] using congrFun h 1
    ext i; fin_cases i
    · exact h0
    · exact h1
  · have h2 : x 2 = 0 := by
      simpa [mulVec, dotProduct, Fin.sum_univ_succ] using congrFun h 0
    refine ⟨![x 0, x 1], ?_⟩
    ext i; fin_cases i <;> simp [mulVec, dotProduct, Fin.sum_univ_succ, h2]
  · rintro ⟨c, rfl⟩
    ext i; fin_cases i <;> simp [mulVec, dotProduct, Fin.sum_univ_succ]
  · have h0 : c 0 = 0 := by simpa [vecMul, dotProduct, Fin.sum_univ_succ] using congrFun h 0
    have h1 : c 0 + c 1 = 0 := by
      simpa [vecMul, dotProduct, Fin.sum_univ_succ] using congrFun h 1
    rw [h0, zero_add] at h1
    ext i; fin_cases i
    · exact h0
    · exact h1
  · have h2 : y 0 + y 2 * 2 = y 2 := by
      simpa [vecMul, dotProduct, Fin.sum_univ_succ] using congrFun h 2
    have e2 : y 2 = -y 0 := by linear_combination h2
    refine ⟨![y 0, y 1 - y 0], ?_⟩
    ext i; fin_cases i <;> simp [vecMul, dotProduct, Fin.sum_univ_succ, e2]
  · rintro ⟨c, hy⟩
    have h2 : y 2 = -y 0 := by rw [hy]; simp [vecMul, dotProduct, Fin.sum_univ_succ]
    ext i; fin_cases i <;> simp [vecMul, dotProduct, Fin.sum_univ_succ]
    linear_combination h2

end EOMBiorthogonality
```

Here
$$LR=\begin{pmatrix}1&1\\0&1\end{pmatrix},\qquad (LR)^{-1}L=\begin{pmatrix}1&0&-1\\0&1&0\end{pmatrix}.$$
The original left vectors are not biorthonormal to $R$; the new ones are. The theorems concern exact degeneracy and give no bound on the conditioning of $LR$, which can be poor near a defective matrix.

```lean
#print axioms EOMBiorthogonality.biorthonormalize
#print axioms EOMBiorthogonality.no_jordan_chain
#print axioms EOMBiorthogonality.jordan_block_overlap
```

```
'EOMBiorthogonality.biorthonormalize' depends on axioms: [propext, Classical.choice, Quot.sound]
'EOMBiorthogonality.no_jordan_chain' depends on axioms: [propext, Classical.choice, Quot.sound]
'EOMBiorthogonality.jordan_block_overlap' depends on axioms: [propext, Classical.choice, Quot.sound]
```
